# Summing an H-invariant function over a finite group, weighted by the number of factorisations x = kh

Let G be a finite group, which in physics could be a group of symmetry operations, with subgroups K and H, and let F be a complex function on G that does not change when its argument is multiplied on the right by an element of H. The theorem weights each F(x) by the number of ways to write x = kh with k in K and h in H, and states that the sum over G equals the order of H times the sum of F over K. Neither sum is normalised, and K and H may overlap in more than the identity. The attempt writes the count as a sum of zeros and ones, exchanges the two sums, and for each k substitutes x = ky. Invariance should then turn F(ky) into F(k) wherever y lies in H, leaving only the elements of H to be counted.

An attempt in Lean 4 with a fault in it:

```lean
import Mathlib

open scoped Classical

noncomputable section

namespace SumFactorCount

variable {G : Type*} [Group G]

/-- The number of ways to write `x` as a product of an element of `K` and an element of `H`, set to
zero if there are infinitely many. -/
def factorCount (K H : Subgroup G) (x : G) : ℕ :=
  Nat.card {k : K // (k : G)⁻¹ * x ∈ H}

variable [Fintype G]

/-- If `F` is unchanged by right multiplication with elements of `H`, its sum over `G`, weighted
by the number of factorisations, is the order of `H` times its sum over `K`. -/
theorem sum_factorCount (K H : Subgroup G) (F : G → ℂ)
    (hF : ∀ x h : G, h ∈ H → F (x * h) = F x) :
    ∑ x : G, (factorCount K H x : ℂ) * F x = (Nat.card H : ℂ) * ∑ k : K, F k := by
  have c : ∀ x : G, (factorCount K H x : ℂ)
      = ∑ k : K, if (k : G)⁻¹ * x ∈ H then (1 : ℂ) else 0 := by
    intro x
    rw [factorCount, Nat.card_eq_fintype_card, Fintype.card_subtype, Finset.sum_boole]
  have hc : Nat.card H = (Finset.univ.filter (fun y : G => y ∈ H)).card := by
    rw [Nat.card_eq_fintype_card]
    exact Fintype.card_subtype _
  simp_rw [c, Finset.sum_mul]
  rw [Finset.sum_comm, Finset.mul_sum]
  refine Finset.sum_congr rfl fun k _ => ?_
  -- substitute x = k y, so that y runs over H
  rw [← Equiv.sum_comp (Equiv.mulLeft (k : G))]
  have t : ∀ y : G, (if (k : G)⁻¹ * (k * y) ∈ H then (1 : ℂ) else 0) * F (k * y)
      = (if y ∈ H then (1 : ℂ) else 0) * F k := by
    intro y
    rw [inv_mul_cancel_left]
    by_cases hy : y ∈ H
    · rw [hF _ _ hy]
    · simp [hy]
  simp only [Equiv.coe_mulLeft, t]
  rw [← Finset.sum_mul, Finset.sum_boole, hc]

end SumFactorCount
```

Compiling this gives:

```
Main.lean:43:6: error: Tactic `rewrite` failed: Did not find an occurrence of the pattern
  ∑ i ∈ ?s, ?f i * ?a
in the target expression
  ∑ i, (if (↑k)⁻¹ * (↑k * i) ∈ H then 1 else 0) * F (↑k * i) = ↑(Nat.card ↥H) * F ↑k

G : Type u_1
inst✝¹ : Group G
inst✝ : Fintype G
K H : Subgroup G
F : G → ℂ
hF : ∀ (x h : G), h ∈ H → F (x * h) = F x
c : ∀ (x : G), ↑(factorCount K H x) = ∑ k, if (↑k)⁻¹ * x ∈ H then 1 else 0
hc : Nat.card ↥H = {y | y ∈ H}.card
k : ↥K
x✝ : k ∈ Finset.univ
t : ∀ (y : G), (if (↑k)⁻¹ * (↑k * y) ∈ H then 1 else 0) * F (↑k * y) = (if y ∈ H then 1 else 0) * F ↑k
⊢ ∑ i, (if (↑k)⁻¹ * (↑k * i) ∈ H then 1 else 0) * F (↑k * i) = ↑(Nat.card ↥H) * F ↑k

Note: The target expression is not type-correct under the `implicit` transparency level, which may have triggered the failure. This is usually caused by unfolding of semireducible definitions in prior tactic steps. Use `set_option linter.tacticCheckInstances true` to investigate the source of the issue.
Full error:
  Application type mismatch: The argument
    Classical.propDecidable ((↑k)⁻¹ * (Equiv.mulLeft ↑k) i ∈ H)
  has type
    Decidable ((↑k)⁻¹ * (Equiv.mulLeft ↑k) i ∈ H)
  but is expected to have type
    Decidable ((↑k)⁻¹ * (↑k * i) ∈ H)
  in the application
    @ite ℂ ((↑k)⁻¹ * (↑k * i) ∈ H) (Classical.propDecidable ((↑k)⁻¹ * (Equiv.mulLeft ↑k) i ∈ H))
Main.lean:42:32: warning: This simp argument is unused:
  t

Hint: Omit it from the simp argument list.
  [apply] simp only [Equiv.coe_mulLeft]

Note: This linter can be disabled with `set_option linter.unusedSimpArgs false`
```

The error says that `← Finset.sum_mul` found no sum whose terms share a constant right-hand factor. The factor was still `F (↑k * i)`, which depends on `i`, because `t` had never been applied, as the unused-argument warning confirms.

The note shows why. `simp only` used `Equiv.coe_mulLeft` to rewrite the condition of the `if` to `(↑k)⁻¹ * (↑k * i) ∈ H`, but the `Decidable` instance inside the `if` still mentioned `Equiv.mulLeft`. The instance in `t` was built for the plain product, so the two terms looked alike when printed but did not match for `simp`.

The repair states `t` with `Equiv.mulLeft`, as the goal has it after the substitution, so condition and instance both agree. Inside the proof of `t`, the equation `e` restores the plain product that `inv_mul_cancel_left` needs. `Finset.sum_congr` then applies `t` to every term in place of the `simp only` call, and `← Finset.sum_mul` finds the constant factor `F k`. The reworded comment is mere tidying.

After these edits no error is left:

```diff
@@ -31,15 +31,15 @@
   rw [Finset.sum_comm, Finset.mul_sum]
   refine Finset.sum_congr rfl fun k _ => ?_
-  -- substitute x = k y, so that y runs over H
+  -- substitute x = k y, so that only the terms with y in H contribute
   rw [← Equiv.sum_comp (Equiv.mulLeft (k : G))]
-  have t : ∀ y : G, (if (k : G)⁻¹ * (k * y) ∈ H then (1 : ℂ) else 0) * F (k * y)
-      = (if y ∈ H then (1 : ℂ) else 0) * F k := by
+  have t : ∀ y : G, (if (k : G)⁻¹ * Equiv.mulLeft (k : G) y ∈ H then (1 : ℂ) else 0)
+      * F (Equiv.mulLeft (k : G) y) = (if y ∈ H then (1 : ℂ) else 0) * F k := by
     intro y
-    rw [inv_mul_cancel_left]
+    have e : Equiv.mulLeft (k : G) y = k * y := rfl
+    rw [e, inv_mul_cancel_left]
     by_cases hy : y ∈ H
     · rw [hF _ _ hy]
     · simp [hy]
-  simp only [Equiv.coe_mulLeft, t]
-  rw [← Finset.sum_mul, Finset.sum_boole, hc]
+  rw [Finset.sum_congr rfl (fun y _ => t y), ← Finset.sum_mul, Finset.sum_boole, hc]
 
 end SumFactorCount
```
